# Exact ground-state energy $-3J/4$ per dimer for spin-1/2 dimers with at most two apexes and $0 \le K \le J/2$

## Dimers frustrated by their neighbours

In some magnetic insulators the spins 1/2 come in pairs bound by an antiferromagnetic exchange $J$, and an isolated pair forms a singlet of energy $-3J/4$. A neighbouring spin, an apex, may couple with equal strength $K$ to both spins of a pair, which closes a frustrated triangle. In the orthogonal-dimer (Shastry–Sutherland) lattice each dimer has two apexes, which belong to the perpendicular dimers beside it. The question is whether the product of singlets stays a ground state once $K$ is switched on. On finite clusters with at most two apexes per dimer it does for $0 \le K \le J/2$.

## The Hamiltonian and its lowest eigenvalue

Take finitely many sites with spin operators $\mathbf S_i = \boldsymbol\sigma_i/2$ ($\hbar = 1$). A finite set $D$ labels disjoint dimers $\{a_d, b_d\}$. Dimer $d$ has a set $A_d$ of $n_d$ apex sites, none equal to $a_d$ or $b_d$, and
$$H = \sum_{d \in D}\Big[J\,\mathbf S_{a_d}\cdot\mathbf S_{b_d} + K\sum_{c\in A_d}(\mathbf S_{a_d}+\mathbf S_{b_d})\cdot\mathbf S_c\Big].$$
If all $n_d \le 2$ and $0 \le K \le J/2$, the lowest eigenvalue of $H$ is $E_0 = -\tfrac34 J|D|$. The condition $K \ge 0$ makes the apex bonds antiferromagnetic, and $K \le J/2$ with $n_d \le 2$ ensures $Kn_d \le J$, which the proof uses. A pair of sites that occurs in the apex terms of two dimers is coupled with $2K$, because the sum over $d$ counts it twice. For finite clusters that meet these conditions on $n_d$ and $K$, $E_0$ is an exact reference value for diagonalisation or variational codes.

## Exchange as swaps

Let $P_{ij}$ exchange the spins on distinct sites $i$ and $j$. On parallel spins $\mathbf S_i\cdot\mathbf S_j$ gives $1/4$, and it sends $|{\uparrow\downarrow}\rangle$ to $-\tfrac14|{\uparrow\downarrow}\rangle + \tfrac12|{\downarrow\uparrow}\rangle$, and similarly $|{\downarrow\uparrow}\rangle$. Hence $\mathbf S_i\cdot\mathbf S_j = \tfrac12P_{ij} - \tfrac14$. For a dimer $\{a,b\}$ and an apex $c$ put $T_{abc} = P_{ab}+P_{ac}+P_{bc}$. Then
$$J\,\mathbf S_a\cdot\mathbf S_b = -\tfrac34J + \tfrac J2(1+P_{ab}),$$
$$(\mathbf S_a+\mathbf S_b)\cdot\mathbf S_c = \tfrac12(P_{ac}+P_{bc}) - \tfrac12 = \tfrac12T_{abc} - \tfrac12(1+P_{ab}),$$
and summation over apexes and dimers gives
$$H = \sum_d\Big[-\tfrac34J + \tfrac12(J-Kn_d)(1+P_{a_db_d}) + \tfrac K2\sum_{c\in A_d}T_{a_db_dc}\Big].$$

## Positivity of the bond and triangle terms

Write $T = T_{abc}$ and let $\psi(x,y,z)$ be the amplitude of a state $\psi$ for spin values $x,y,z$ on $a,b,c$, the other spins held fixed. Two of three spins 1/2 always agree. If those on $a$ and $b$ agree, exchanging them leaves the configuration unchanged. If those on $a$ and $c$ agree,
$$(T\psi)(x,y,x) = \psi(y,x,x)+\psi(x,y,x)+\psi(x,x,y) = (T\psi)(y,x,x),$$
and agreement on $b$ and $c$ is the same equation read backwards. So $P_{ab}T\psi = T\psi$, and by the symmetry of $T$ the same holds for $P_{ac}$ and $P_{bc}$. If a swap $P$ fixes a state $u$, then $\langle P\psi,u\rangle = \langle\psi,Pu\rangle = \langle\psi,u\rangle$. With $u = T\psi$ this gives $\|T\psi\|^2 = 3\langle\psi,T\psi\rangle$, and with $u = (1+P)\psi$ it gives $\|(1+P)\psi\|^2 = 2\langle\psi,(1+P)\psi\rangle$. Both expectation values are therefore non-negative. For $K\ge0$ and $Kn_d\le J$ it follows that $\langle\psi,H\psi\rangle \ge E_0\langle\psi,\psi\rangle$, and $n_d \le 2$ with $K\le J/2$ gives $Kn_d \le 2K \le J$. An eigenvector with eigenvalue $\mu$ turns the bound into $\mu \ge E_0$.

## The singlet product and the threshold $J/2$

Let $\phi$ satisfy $P_{ab}\phi = -\phi$. From $P_{ab}P_{ac} = P_{bc}P_{ab}$ and $P_{ab}P_{bc} = P_{ac}P_{ab}$ follows $P_{ab}T = TP_{ab}$, so $T\phi = P_{ab}T\phi = TP_{ab}\phi = -T\phi$ and $T\phi = 0$. The product $\Phi$ of singlets is antisymmetric on each dimer, because a swap inside one dimer leaves the disjoint others untouched. All $1+P$ and $T$ terms annihilate it, so $H\Phi = E_0\Phi$ for every $J$ and $K$.

The threshold is reached by one dimer on sites 0, 1 with unpaired apexes 2, 3. There $H = J\,\mathbf S_0\cdot\mathbf S_1 + K\,\mathbf L\cdot\mathbf M$ with $\mathbf L = \mathbf S_0+\mathbf S_1$ and $\mathbf M = \mathbf S_2+\mathbf S_3$. Two triplets coupled to total spin zero have $\mathbf L\cdot\mathbf M = \tfrac12(0-2-2) = -2$ and energy $J/4-2K$, below $-3J/4$ when $K>J/2$.

## Spins, swaps and singlets in Lean

```lean
import Mathlib

open Finset Equiv Function
open scoped ComplexOrder Matrix

namespace OrthogonalDimer

noncomputable section

/-- States of spins 1/2 on sites `ι`: amplitudes on configurations (0 = up, 1 = down). -/
abbrev State (ι : Type) := (ι → Fin 2) → ℂ

variable {ι D : Type} [DecidableEq ι] [Fintype D]

/-- The three Pauli matrices. -/
def pauli : Fin 3 → Matrix (Fin 2) (Fin 2) ℂ :=
  ![!![0, 1; 1, 0], !![0, -Complex.I; Complex.I, 0], !![1, 0; 0, -1]]

/-- Spin component `α` on site `i`: `σ^α / 2` acting on that site. -/
def spin (i : ι) (α : Fin 3) : Module.End ℂ (State ι) where
  toFun ψ s := ∑ x, 1 / 2 * pauli α (s i) x * ψ (update s i x)
  map_add' ψ φ := by
    ext s; simp only [Fin.sum_univ_two, Pi.add_apply]; ring
  map_smul' z ψ := by
    ext s; simp only [Fin.sum_univ_two, Pi.smul_apply, smul_eq_mul, RingHom.id_apply]; ring

/-- Scalar product `A·B` of two vector operators. -/
def sdot (A B : Fin 3 → Module.End ℂ (State ι)) : Module.End ℂ (State ι) := ∑ α, A α * B α

/-- `H = ∑_d [J S_a·S_b + K ∑_c (S_a + S_b)·S_c]`, with `c` running over the apexes of `d`. -/
def ham (a b : D → ι) (apex : D → Finset ι) (J K : ℝ) : Module.End ℂ (State ι) :=
  ∑ d, ((J : ℂ) • sdot (spin (a d)) (spin (b d))
    + (K : ℂ) • ∑ c ∈ apex d, sdot (spin (a d) + spin (b d)) (spin c))

/-- The state `P_ab ψ` with the spins on sites `a` and `b` exchanged. -/
def sw (a b : ι) (ψ : State ι) : State ι := fun s => ψ (s ∘ swap a b)

/-- The triangle operator `P_ab + P_ac + P_bc` applied to `ψ`. -/
def tri (a b c : ι) (ψ : State ι) : State ι := sw a b ψ + sw a c ψ + sw b c ψ

/-- Singlet amplitude: `+1` on up-down, `-1` on down-up, `0` on parallel spins. -/
def eps (x y : Fin 2) : ℂ := ((y : ℕ) : ℂ) - ((x : ℕ) : ℂ)

/-- The unnormalised product of singlets on all dimers. -/
def singlets (a b : D → ι) : State ι := fun s => ∏ d, eps (s (a d)) (s (b d))

/-- Dirac exchange identity: `S_a·S_b = P_ab/2 - 1/4` for distinct sites. -/
theorem dirac {a b : ι} (hab : a ≠ b) (ψ : State ι) :
    sdot (spin a) (spin b) ψ = (1 / 2 : ℂ) • sw a b ψ - (1 / 4 : ℂ) • ψ := by
  funext s
  have h1 : ψ (s ∘ swap a b) = ψ (update (update s a (s b)) b (s a)) := by
    congr 1; funext j
    simp only [comp_apply, swap_apply_def, update_apply]; grind
  have h2 : ψ s = ψ (update (update s a (s a)) b (s b)) := by simp
  simp only [sdot, Fin.sum_univ_three, LinearMap.add_apply, Module.End.mul_apply, Pi.add_apply,
    spin, LinearMap.coe_mk, AddHom.coe_mk, Fin.sum_univ_two, update_of_ne hab.symm,
    Pi.sub_apply, Pi.smul_apply, smul_eq_mul, sw]
  rw [h2, h1]
  generalize s a = x
  generalize s b = y
  have h01 : ∀ x : Fin 2, x = 0 ∨ x = 1 := by decide
  rcases h01 x with rfl | rfl <;> rcases h01 y with rfl | rfl <;> simp [pauli] <;> ring_nf <;>
    simp only [Complex.I_sq] <;> ring

/-- If `u` is invariant under `P_ab`, then `⟨P_ab ψ, u⟩ = ⟨ψ, u⟩`. -/
theorem sw_overlap [Fintype ι] {a b : ι} {u : State ι} (hu : sw a b u = u) (ψ : State ι) :
    star (sw a b ψ) ⬝ᵥ u = star ψ ⬝ᵥ u := by
  have hi : Involutive fun s : ι → Fin 2 => s ∘ swap a b := fun s => by funext j; simp
  refine Fintype.sum_bijective _ hi.bijective _ _ fun s => ?_
  rw [← congrFun hu s]; rfl

/-- For three distinct spins 1/2, the image of the triangle operator is invariant under `P_ab`. -/
theorem sw_tri {a b c : ι} (hab : a ≠ b) (hac : a ≠ c) (hbc : b ≠ c) (ψ : State ι) :
    sw a b (tri a b c ψ) = tri a b c ψ := by
  funext s
  simp only [tri, sw, Pi.add_apply]
  -- two of the three spins are parallel
  have h3 : ∀ x y z : Fin 2, x = y ∨ z = x ∨ z = y := by decide
  rcases h3 (s a) (s b) (s c) with h | h | h
  · have e : s ∘ swap a b = s := by
      funext j; simp only [comp_apply, swap_apply_def]; grind
    simp only [e]
  · have e : (s ∘ swap a b) ∘ swap a b = s ∘ swap a c ∧ (s ∘ swap a b) ∘ swap a c = s ∘ swap b c
        ∧ (s ∘ swap a b) ∘ swap b c = s ∘ swap a b := by
      refine ⟨?_, ?_, ?_⟩ <;> funext j <;> simp only [comp_apply, swap_apply_def] <;> grind
    rw [e.1, e.2.1, e.2.2]; ring
  · have e : (s ∘ swap a b) ∘ swap a b = s ∘ swap b c ∧ (s ∘ swap a b) ∘ swap a c = s ∘ swap a b
        ∧ (s ∘ swap a b) ∘ swap b c = s ∘ swap a c := by
      refine ⟨?_, ?_, ?_⟩ <;> funext j <;> simp only [comp_apply, swap_apply_def] <;> grind
    rw [e.1, e.2.1, e.2.2]; ring

/-- The triangle operator on three distinct sites has real non-negative expectation values. -/
theorem tri_nonneg [Fintype ι] {a b c : ι} (hab : a ≠ b) (hac : a ≠ c) (hbc : b ≠ c)
    (ψ : State ι) :
    0 ≤ star ψ ⬝ᵥ tri a b c ψ := by
  have hs : ∀ (i j : ι) (φ : State ι), sw i j φ = sw j i φ := fun i j φ => by
    unfold sw; rw [Equiv.swap_comm]
  have e1 : tri a c b ψ = tri a b c ψ := by unfold tri; rw [hs c b]; abel
  have e2 : tri b c a ψ = tri a b c ψ := by unfold tri; rw [hs b a, hs c a]; abel
  have i1 := sw_tri hac hab hbc.symm ψ
  have i2 := sw_tri hbc hab.symm hac.symm ψ
  rw [e1] at i1; rw [e2] at i2
  -- ‖Tψ‖² = 3 ⟨ψ, Tψ⟩
  have h : star (sw a b ψ + sw a c ψ + sw b c ψ) ⬝ᵥ tri a b c ψ
      = 3 * (star ψ ⬝ᵥ tri a b c ψ) := by
    rw [star_add, star_add, add_dotProduct, add_dotProduct, sw_overlap (sw_tri hab hac hbc ψ),
      sw_overlap i1, sw_overlap i2]; ring
  have h' : star ψ ⬝ᵥ tri a b c ψ = ((1 / 3 : ℝ) : ℂ) * (star (tri a b c ψ) ⬝ᵥ tri a b c ψ) := by
    have h0 : star (tri a b c ψ) ⬝ᵥ tri a b c ψ = _ := h
    rw [h0]; push_cast; ring
  rw [h']
  exact mul_nonneg (Complex.zero_le_real.2 (by norm_num)) (dotProduct_star_self_nonneg _)

/-- The triangle operator on three distinct sites annihilates every state antisymmetric under
`P_ab`. -/
theorem tri_antisymm {a b c : ι} (hab : a ≠ b) (hac : a ≠ c) (hbc : b ≠ c) {φ : State ι}
    (h : sw a b φ = -φ) : tri a b c φ = 0 := by
  funext s
  have ht : ∀ t, φ (t ∘ swap a b) = -φ t := fun t => congrFun h t
  have hi := congrFun (sw_tri hab hac hbc φ) s
  have e : (s ∘ swap a b) ∘ swap a c = (s ∘ swap b c) ∘ swap a b
      ∧ (s ∘ swap a b) ∘ swap b c = (s ∘ swap a c) ∘ swap a b := by
    refine ⟨?_, ?_⟩ <;> funext j <;> simp only [comp_apply, swap_apply_def] <;> grind
  simp only [tri, sw, Pi.add_apply, Pi.zero_apply] at hi ⊢
  rw [e.1, e.2, ht (s ∘ swap a b), ht (s ∘ swap b c), ht (s ∘ swap a c)] at hi
  linear_combination (-1 / 2 : ℂ) * hi

/-- `H = ∑_d [-3J/4 + (J - K n_d)/2 (1 + P_ab) + K/2 ∑_c (P_ab + P_ac + P_bc)]`, with `n_d` the
number of apexes of dimer `d`, provided the two sites of each dimer are distinct and no apex lies in
its own dimer. -/
theorem ham_decomp {a b : D → ι} {apex : D → Finset ι} (hab : ∀ d, a d ≠ b d)
    (hap : ∀ d, ∀ c ∈ apex d, a d ≠ c ∧ b d ≠ c) (J K : ℝ) (ψ : State ι) :
    ham a b apex J K ψ = ∑ d, (((-3 * J / 4 : ℝ) : ℂ) • ψ
      + ((((J - K * (apex d).card) / 2 : ℝ) : ℂ) • (ψ + sw (a d) (b d) ψ)
      + ((K / 2 : ℝ) : ℂ) • ∑ c ∈ apex d, tri (a d) (b d) c ψ)) := by
  simp only [ham, LinearMap.sum_apply, LinearMap.add_apply, LinearMap.smul_apply]
  refine sum_congr rfl fun d _ => ?_
  have hc : ∑ c ∈ apex d, sdot (spin (a d) + spin (b d)) (spin c) ψ = ∑ c ∈ apex d,
      ((1 / 2 : ℂ) • tri (a d) (b d) c ψ - (1 / 2 : ℂ) • (ψ + sw (a d) (b d) ψ)) := by
    refine sum_congr rfl fun c hc => ?_
    have e : sdot (spin (a d) + spin (b d)) (spin c)
        = sdot (spin (a d)) (spin c) + sdot (spin (b d)) (spin c) := by
      simp only [sdot, Pi.add_apply, add_mul, sum_add_distrib]
    rw [e, LinearMap.add_apply, dirac (hap d c hc).1, dirac (hap d c hc).2, tri]; module
  rw [hc, dirac (hab d), sum_sub_distrib, sum_const, ← smul_sum, ← Nat.cast_smul_eq_nsmul ℂ]
  push_cast; module

/-- Variational bound: if `0 ≤ K` and `K n_d ≤ J` for every dimer, then `⟨ψ, Hψ⟩` is real
and at least `-3J/4` times the number of dimers times `⟨ψ, ψ⟩`. -/
theorem energy_bound [Fintype ι] {a b : D → ι} {apex : D → Finset ι} (hab : ∀ d, a d ≠ b d)
    (hap : ∀ d, ∀ c ∈ apex d, a d ≠ c ∧ b d ≠ c) {J K : ℝ} (hK : 0 ≤ K)
    (hJ : ∀ d, K * (apex d).card ≤ J) (ψ : State ι) :
    ((-3 * J / 4 * Fintype.card D : ℝ) : ℂ) * (star ψ ⬝ᵥ ψ) ≤ star ψ ⬝ᵥ ham a b apex J K ψ := by
  have hp : ∀ i j : ι, 0 ≤ star ψ ⬝ᵥ (ψ + sw i j ψ) := fun i j => by
    have hu : sw i j (ψ + sw i j ψ) = ψ + sw i j ψ := by
      funext s
      have e : (s ∘ swap i j) ∘ swap i j = s := by funext k; simp
      simp only [sw, Pi.add_apply, e]; ring
    have h : star ψ ⬝ᵥ (ψ + sw i j ψ)
        = ((1 / 2 : ℝ) : ℂ) * (star (ψ + sw i j ψ) ⬝ᵥ (ψ + sw i j ψ)) := by
      rw [star_add, add_dotProduct, sw_overlap hu]; push_cast; ring
    rw [h]
    exact mul_nonneg (Complex.zero_le_real.2 (by norm_num)) (dotProduct_star_self_nonneg _)
  have e : ((-3 * J / 4 * Fintype.card D : ℝ) : ℂ) * (star ψ ⬝ᵥ ψ)
      = ∑ _d : D, ((-3 * J / 4 : ℝ) : ℂ) * (star ψ ⬝ᵥ ψ) := by
    rw [sum_const, card_univ, nsmul_eq_mul]; push_cast; ring
  rw [e, ham_decomp hab hap, dotProduct_sum]
  refine sum_le_sum fun d _ => ?_
  rw [dotProduct_add, dotProduct_add, dotProduct_smul, dotProduct_smul, dotProduct_smul,
    dotProduct_sum]
  exact le_add_of_nonneg_right (add_nonneg
    (mul_nonneg (Complex.zero_le_real.2 (by linarith [hJ d])) (hp _ _))
    (mul_nonneg (Complex.zero_le_real.2 (by linarith)) (sum_nonneg fun c hc =>
      tri_nonneg (hab d) (hap d c hc).1 (hap d c hc).2 ψ)))

/-- For disjoint dimers the singlet product is nonzero and `H` multiplies it by `-3J/4`
times the number of dimers. -/
theorem singlets_eigen {a b : D → ι} {apex : D → Finset ι} (ha : Injective a) (hb : Injective b)
    (hab : ∀ d e, a d ≠ b e) (hap : ∀ d, ∀ c ∈ apex d, a d ≠ c ∧ b d ≠ c) (J K : ℝ) :
    ham a b apex J K (singlets a b) = ((-3 * J / 4 * Fintype.card D : ℝ) : ℂ) • singlets a b
      ∧ singlets a b ≠ 0 := by
  classical
  have hs : ∀ d, sw (a d) (b d) (singlets a b) = -singlets a b := fun d => by
    funext s
    have hp : ∏ e ∈ univ.erase d, eps ((s ∘ swap (a d) (b d)) (a e)) ((s ∘ swap (a d) (b d)) (b e))
        = ∏ e ∈ univ.erase d, eps (s (a e)) (s (b e)) := prod_congr rfl fun e he => by
      have hn := ne_of_mem_erase he
      rw [comp_apply, comp_apply, swap_apply_of_ne_of_ne (ha.ne hn) (hab e d),
        swap_apply_of_ne_of_ne (hab d e).symm (hb.ne hn)]
    show (∏ e, eps ((s ∘ swap (a d) (b d)) (a e)) ((s ∘ swap (a d) (b d)) (b e)))
      = -∏ e, eps (s (a e)) (s (b e))
    rw [← mul_prod_erase univ _ (mem_univ d), hp,
      ← mul_prod_erase univ (fun e => eps (s (a e)) (s (b e))) (mem_univ d)]
    simp only [eps, comp_apply, swap_apply_left, swap_apply_right]; ring
  constructor
  · rw [ham_decomp (fun d => hab d d) hap,
      sum_congr rfl (g := fun _ => ((-3 * J / 4 : ℝ) : ℂ) • singlets a b) fun d _ => by
        rw [sum_eq_zero fun c hc => tri_antisymm (hab d d) (hap d c hc).1 (hap d c hc).2 (hs d),
          hs d]; simp,
      sum_const, card_univ, ← Nat.cast_smul_eq_nsmul ℂ]
    push_cast; module
  · intro h
    have h1 : singlets a b (fun j => if j ∈ Set.range b then 1 else 0) = 1 :=
      prod_eq_one fun d _ => by
        have h1 : a d ∉ Set.range b := fun ⟨e, he⟩ => hab d e he.symm
        have h2 : b d ∈ Set.range b := ⟨d, rfl⟩
        simp only [if_neg h1, if_pos h2]; simp [eps]
    rw [h] at h1; simp at h1

/-- For disjoint dimers with at most two apexes each and `0 ≤ K ≤ J/2`, all eigenvalues of `H`
are real and the lowest is `-3J/4` times the number of dimers. -/
theorem ground_energy [Fintype ι] {a b : D → ι} {apex : D → Finset ι}
    (ha : Injective a) (hb : Injective b)
    (hab : ∀ d e, a d ≠ b e) (hap : ∀ d, ∀ c ∈ apex d, a d ≠ c ∧ b d ≠ c)
    (h2 : ∀ d, (apex d).card ≤ 2) {J K : ℝ} (hK : 0 ≤ K) (hJ : K ≤ J / 2) :
    IsLeast {μ : ℂ | (ham a b apex J K).HasEigenvalue μ}
      ((-3 * J / 4 * Fintype.card D : ℝ) : ℂ) := by
  obtain ⟨h0, hne⟩ := singlets_eigen ha hb hab hap J K
  refine ⟨Module.End.hasEigenvalue_of_hasEigenvector
    ⟨Module.End.mem_eigenspace_iff.2 h0, hne⟩, fun μ hμ => ?_⟩
  obtain ⟨ψ, hψ⟩ := Module.End.HasEigenvalue.exists_hasEigenvector hμ
  have h := energy_bound (fun d => hab d d) hap (J := J) hK (fun d => by
    have : ((apex d).card : ℝ) ≤ 2 := by exact_mod_cast h2 d
    nlinarith) ψ
  rw [hψ.apply_eq_smul, dotProduct_smul, smul_eq_mul] at h
  have hN := Complex.le_def.1 (dotProduct_star_self_nonneg ψ)
  have hN0 : star ψ ⬝ᵥ ψ ≠ 0 := fun e => hψ.2 (dotProduct_star_self_eq_zero.1 e)
  generalize star ψ ⬝ᵥ ψ = N at h hN hN0
  generalize (-3 * J / 4 * Fintype.card D : ℝ) = E at h ⊢
  have him : N.im = 0 := hN.2.symm
  have hpos : 0 < N.re := lt_of_le_of_ne hN.1 fun e => hN0 (Complex.ext e.symm him)
  rw [Complex.le_def] at h ⊢
  simp only [Complex.mul_re, Complex.mul_im, Complex.ofReal_re, Complex.ofReal_im, him] at h ⊢
  exact ⟨le_of_mul_le_mul_right (by linarith [h.1]) hpos,
    mul_right_cancel₀ hpos.ne' (by linarith [h.2])⟩

/-- Sharpness: one dimer with two unpaired apex spins has the eigenvalue `J/4 - 2K`,
which lies below `-3J/4` when `K > J/2`. -/
theorem sharp {J K : ℝ} (hK : J / 2 < K) :
    (ham (fun _ : Unit => (0 : Fin 4)) (fun _ => 1) (fun _ => {2, 3}) J K).HasEigenvalue
      ((J / 4 - 2 * K : ℝ) : ℂ) ∧ J / 4 - 2 * K < -3 * J / 4 := by
  refine ⟨Module.End.hasEigenvalue_of_hasEigenvector
    (x := fun s => eps (s 0) (s 2) * eps (s 1) (s 3) + eps (s 0) (s 3) * eps (s 1) (s 2))
    ⟨Module.End.mem_eigenspace_iff.2 ?_, fun h => ?_⟩, by linarith⟩
  · rw [ham_decomp (by decide) (by decide)]
    funext s
    simp [tri, sw, eps, swap_apply_def]
    ring
  · have := congrFun h ![0, 0, 1, 1]
    simp [eps] at this

end

end OrthogonalDimer
```

```lean
#print axioms OrthogonalDimer.ground_energy
#print axioms OrthogonalDimer.sharp
```

```
'OrthogonalDimer.ground_energy' depends on axioms: [propext, Classical.choice, Quot.sound]
'OrthogonalDimer.sharp' depends on axioms: [propext, Classical.choice, Quot.sound]
```

## What `ground_energy` and `sharp` state

A `State ι` assigns a complex amplitude to each configuration `ι → Fin 2`, with 0 for up and 1 for down. The operator `spin i α` is $\sigma^\alpha/2$ on site $i$, with $\alpha = 0,1,2$ for $x,y,z$; `sdot` is the scalar product and `ham` is $H$. The hypotheses `ha`, `hb`, `hab` make all $a_d$, $b_d$ distinct, `hap` keeps apexes outside their own dimer, and `h2` is $n_d\le2$. Sites may be unpaired; if each of $N$ sites belongs to a dimer, then $|D| = N/2$ and $E_0 = -3JN/8$. An apex may lie in another dimer. The product `star ψ ⬝ᵥ u` is $\langle\psi,u\rangle$.

Under `ComplexOrder`, $z\le w$ means equal imaginary parts and ordered real parts. `IsLeast` therefore says that $E_0$ is an eigenvalue and that every eigenvalue is real and at least $E_0$. For empty $D$, $H = 0$ and $E_0 = 0$. Uniqueness of the ground state, a gap, infinite lattices and unequal couplings to the two dimer spins are not treated.

The vector `singlets a b` has amplitudes $0, \pm1$, independent of unpaired spins; on $N$ sites its normalised form carries the factor $2^{-(N-|D|)/2}$. The vector in `sharp` has amplitude 2 on $\uparrow\uparrow\downarrow\downarrow$ and $\downarrow\downarrow\uparrow\uparrow$ and $-1$ on the other four configurations with two spins up, so it is normalised by $1/\sqrt{12}$. These norms and the total-spin reading of that vector are side remarks that appear in no theorem of the file. The theorem `sharp` shows that $J/2$ is optimal for the whole class of geometries; it does not locate the coupling at which the singlets cease to be lowest on a particular lattice.

## How the lemmas follow the swaps

`dirac` writes both $\psi(s)$ and its swapped value as double updates of the configuration $s$, then checks the four spin pairs. `ham_decomp` applies it to every bond, with `hc` as the apex identity. In `sw_tri`, `h3` is the agreement of two spins, and each branch matches configurations term by term. `sw_overlap` reindexes the sum over configurations by the swap, an involution. `tri_nonneg` relabels the triangle in `e1`, `e2` to get invariance under all three swaps, and `h` is $\|T\psi\|^2 = 3\langle\psi,T\psi\rangle$. In `tri_antisymm`, `e` holds the two product relations between swaps, and `linear_combination` solves $T\phi = -T\phi$.

`energy_bound` proves $1+P\ge0$ in `hp` and compares the sums dimer by dimer; it needs only $a_d\ne b_d$, `hap`, $K\ge0$ and $Kn_d\le J$. `singlets_eigen` splits off the factor of dimer $d$ to get antisymmetry (`hs`) and evaluates $\Phi$ to 1 on the configuration with exactly the $b_d$ down. `ground_energy` combines the two and divides real and imaginary parts by the positive $\langle\psi,\psi\rangle$. `sharp` inserts its vector into `ham_decomp` and finds a nonzero amplitude at `![0, 0, 1, 1]`.
